# A unique Onsager correction keeps short-range order finite on a finite k mesh

Above its ordering temperature, a disordered binary alloy still shows correlations between the occupations of nearby sites, and these appear as diffuse scattering. In mean-field theory their lattice Fourier transform in units of $c(1-c)$, the Warren–Cowley short-range order parameter, is

$$\alpha(k)=\frac{1}{1-b\,S(k)},\qquad b=\frac{c(1-c)}{k_BT},$$

where $c$ is the concentration, $T$ the temperature and $S(k)$ the effective interaction between concentration fluctuations, obtained for instance from a KKR-CPA calculation. Where $b\,S(k)$ reaches 1 the formula diverges, which mean-field theory reads as an ordering instability, and where $b\,S(k)$ exceeds 1 it gives unphysical negative values. It also generally violates a sum rule: a site holds one atom or the other, which fixes the on-site fluctuation at $c(1-c)$, so the average of $\alpha(k)$ over the Brillouin zone must be 1.

The Onsager correction subtracts a constant $\Lambda$ from $S(k)$ and chooses it to restore the sum rule. Does such a $\Lambda$ always exist, and is it unique?

## Finding Λ from the sum rule

Take a finite mesh with weights $w(k)>0$ that sum to 1, a real function $S(k)$ and a number $b>0$. Write $\langle f\rangle=\sum_k w(k)f(k)$ and

$$d_\Lambda(k)=1-b\,(S(k)-\Lambda),\qquad \alpha_\Lambda(k)=\frac{1}{d_\Lambda(k)}.$$

There is exactly one real $\Lambda$ for which every $d_\Lambda(k)$ is positive and $\langle\alpha_\Lambda\rangle=1$. It satisfies $\Lambda=\langle S\alpha_\Lambda\rangle$, and $0<\alpha_\Lambda(k)\le 1/w(k)$ at every mesh point.

**Uniqueness.** Each $d_\Lambda(k)$ grows with $\Lambda$ at the rate $b$. Where the denominators are positive, each $\alpha_\Lambda(k)$ therefore strictly decreases, and so does the average. Two different solutions would have two different averages, but both averages are 1.

**Existence.** Let $S$ be largest at $k_0$ and write $w_0=w(k_0)\le1$. Consider

$$\Lambda_-=S(k_0)-\frac{1-w_0}{b}\;\le\;\Lambda_+=S(k_0).$$

For $\Lambda\ge\Lambda_-$ every denominator satisfies $d_\Lambda(k)\ge 1-b(S(k_0)-\Lambda_-)=w_0>0$, so the average is continuous on the interval. At $\Lambda_+$ all denominators are at least 1, hence the average is at most 1. At $\Lambda_-$ the point $k_0$ has denominator $w_0$ and contributes $w_0\cdot(1/w_0)=1$, while the other terms are positive, hence the average is at least 1. By the intermediate value theorem it equals 1 somewhere in between.

**Self-consistency.** Averaging $\alpha_\Lambda(k)\,[1-b(S(k)-\Lambda)]=1$ gives

$$\langle\alpha_\Lambda\rangle-b\langle S\alpha_\Lambda\rangle+b\Lambda\langle\alpha_\Lambda\rangle=1.$$

With $\langle\alpha_\Lambda\rangle=1$ this reduces to $\Lambda=\langle S\alpha_\Lambda\rangle$.

**Bound.** The terms $w(k)\alpha_\Lambda(k)$ are positive and add up to 1, so none exceeds 1. On a uniform mesh of $N$ points this reads $\alpha_\Lambda(k)\le N$. The bound grows as the mesh is refined, so it does not exclude a phase transition in the infinite-mesh limit.

**Comparison with the mean.** For $d>0$ we have $d+1/d\ge2$. Averaging gives $1-b\langle S\rangle+b\Lambda+1\ge2$, that is, $\Lambda\ge\langle S\rangle$.

For a finite mesh and a fixed $S(k)$, the interval $[\Lambda_-,\Lambda_+]$ gives an alloy code a safe bracket for finding $\Lambda$ by bisection.

The same argument works for any prescribed average $A>0$. The endpoints are then the values of $\Lambda$ at which $d_\Lambda(k_0)$ equals $w_0/A$ and $1/A$. The length constraint of the mean spherical model in zero field has this form.

## Two mesh points

Let $S=\pm s$ with weights $\tfrac12$, and set $u=1+b\Lambda$. The denominators are $u\mp bs$, and the sum rule becomes

$$\frac{u}{u^2-b^2s^2}=1,\qquad\text{so}\qquad u^2-u-b^2s^2=0.$$

Positive denominators require $u>0$, which selects the upper root:

$$\Lambda=\frac{\sqrt{1+4b^2s^2}-1}{2b}.$$

Since $\sqrt{1+4b^2s^2}>2b|s|$, both denominators are indeed positive.

For $b=1$ and $s=6/5$ the uncorrected formula gives $\alpha=-5$ at the first point, which is unphysical. The square root is $13/5$, so $\Lambda=4/5$. The denominators are $3/5$ and $3$, and $\alpha$ takes the values $5/3$ and $1/3$, with average 1. Also $\langle S\alpha\rangle=\tfrac12(2-\tfrac25)=\tfrac45$, as it should be. The lower root gives $\Lambda=-9/5$ and $\alpha=-\tfrac12,\ \tfrac52$. These values average to 1 as well, which shows that the sum rule alone does not fix $\Lambda$.

## The definitions in Lean

The type `K` labels the mesh points. It carries no lattice geometry or symmetry.

```lean
import Mathlib

open Finset

namespace OnsagerCorrection

noncomputable section

variable {K : Type*}
```

The denominator $d_\Lambda(k)$ is a function of `b`, `S`, `Λ` and the mesh point. Temperature and concentration enter only through `b`.

```lean
/-- The denominator `1 - b (S(k) - Λ)` of the short-range order parameter at the mesh point `k`,
with the Onsager correction `Λ` subtracted from the interaction `S(k)`. -/
def denom (b : ℝ) (S : K → ℝ) (Λ : ℝ) (k : K) : ℝ := 1 - b * (S k - Λ)
```

Its reciprocal is $\alpha_\Lambda(k)$.

```lean
/-- The short-range order parameter `α(k) = 1 / (1 - b (S(k) - Λ))`, meaningful where the
denominator is nonzero. -/
def sro (b : ℝ) (S : K → ℝ) (Λ : ℝ) (k : K) : ℝ := 1 / denom b S Λ k
```

The predicate `IsOnsager` joins positivity of all denominators to the sum rule. It takes the sum rule as the definition of $\Lambda$; Onsager's reaction-field reasoning is not derived. The interaction `S` is a given real function, held fixed while `Λ` varies, and the correction is a single number, as suits a binary alloy on one sublattice.

```lean
/-- `Λ` is an Onsager correction for the mesh weights `w` if all denominators are positive and
the weighted average of `α(k)` is one. -/
def IsOnsager [Fintype K] (w : K → ℝ) (b : ℝ) (S : K → ℝ) (Λ : ℝ) : Prop :=
  (∀ k, 0 < denom b S Λ k) ∧ ∑ k, w k * sro b S Λ k = 1
```

## Monotonicity and existence

The first theorem compares two values `Λ < Λ'` and needs positive denominators only at the lower one, because raising `Λ` increases them. The proof compares the reciprocals point by point and then sums.

```lean
/-- For `b > 0` and positive weights on a nonempty mesh, raising `Λ` from a value with positive
denominators strictly lowers the weighted sum of `α(k)`. -/
theorem average_strictly_decreases [Fintype K] [Nonempty K] {w S : K → ℝ} {b Λ Λ' : ℝ}
    (hw : ∀ k, 0 < w k) (hb : 0 < b) (hΛ : Λ < Λ') (hpos : ∀ k, 0 < denom b S Λ k) :
    ∑ k, w k * sro b S Λ' k < ∑ k, w k * sro b S Λ k := by
  refine Finset.sum_lt_sum_of_nonempty Finset.univ_nonempty fun k _ => ?_
  have h : denom b S Λ k < denom b S Λ' k := by
    unfold denom
    nlinarith [mul_pos hb (sub_pos.mpr hΛ)]
  exact mul_lt_mul_of_pos_left (one_div_lt_one_div_of_lt (hpos k) h) (hw k)
```

The existence proof follows the bracketing argument. Here `k₀` is the point of largest `S`, `lo` is $\Lambda_-$, and `hden` is the lower bound $w_0$ on all denominators. The steps `hhi` and `hlow` are the estimates at the two ends. `intermediate_value_Icc'` is the version of the intermediate value theorem for a function whose value at the left end is the larger one.

```lean
/-- For `b > 0` and positive weights summing to one on a nonempty mesh, an Onsager correction
exists. -/
theorem exists_onsager [Fintype K] [Nonempty K] {w : K → ℝ} (S : K → ℝ) {b : ℝ}
    (hw : ∀ k, 0 < w k) (hsum : ∑ k, w k = 1) (hb : 0 < b) :
    ∃ Λ, IsOnsager w b S Λ := by
  -- a mesh point where `S` is largest
  obtain ⟨k₀, hk₀⟩ := Finite.exists_max S
  have hw1 : w k₀ ≤ 1 := by
    rw [← hsum]
    exact Finset.single_le_sum (f := w) (fun k _ => (hw k).le) (Finset.mem_univ k₀)
  obtain ⟨lo, hlo⟩ : ∃ lo, b * (S k₀ - lo) = 1 - w k₀ :=
    ⟨S k₀ - (1 - w k₀) / b, by rw [sub_sub_cancel]; field_simp⟩
  have hle : lo ≤ S k₀ := by
    by_contra h
    push Not at h
    nlinarith [mul_pos hb (sub_pos.mpr h)]
  have hden : ∀ Λ, lo ≤ Λ → ∀ k, w k₀ ≤ denom b S Λ k := by
    intro Λ hΛ k
    have h : b * (S k - Λ) ≤ b * (S k₀ - lo) :=
      mul_le_mul_of_nonneg_left (by linarith [hk₀ k]) hb.le
    unfold denom
    linarith
  have hpos : ∀ Λ, lo ≤ Λ → ∀ k, 0 < denom b S Λ k :=
    fun Λ hΛ k => (hw k₀).trans_le (hden Λ hΛ k)
  have hcont : ContinuousOn (fun Λ => ∑ k, w k * sro b S Λ k) (Set.Icc lo (S k₀)) := by
    refine continuousOn_finsetSum _ fun k _ => continuousOn_const.mul ?_
    refine ContinuousOn.div continuousOn_const ?_ fun Λ hΛ => (hpos Λ hΛ.1 k).ne'
    unfold denom
    fun_prop
  -- at the upper end every order parameter is at most one
  have hhi : ∑ k, w k * sro b S (S k₀) k ≤ 1 := by
    rw [← hsum]
    refine Finset.sum_le_sum fun k _ => ?_
    have h1 : 1 ≤ denom b S (S k₀) k := by
      unfold denom
      nlinarith [mul_nonneg hb.le (sub_nonneg.mpr (hk₀ k))]
    have h2 : sro b S (S k₀) k ≤ 1 := by
      unfold sro
      rw [div_le_iff₀ (by linarith)]
      linarith
    nlinarith [hw k]
  -- at the lower end the term at `k₀` alone contributes one
  have hlow : 1 ≤ ∑ k, w k * sro b S lo k := by
    have h1 : w k₀ * sro b S lo k₀ = 1 := by
      have h2 : denom b S lo k₀ = w k₀ := by
        unfold denom
        linarith
      unfold sro
      rw [h2]
      exact mul_one_div_cancel (hw k₀).ne'
    rw [← h1]
    exact Finset.single_le_sum (f := fun k => w k * sro b S lo k)
      (fun k _ => (mul_pos (hw k) (one_div_pos.mpr (hpos lo le_rfl k))).le)
      (Finset.mem_univ k₀)
  obtain ⟨Λ, hΛ, h⟩ := intermediate_value_Icc' hle hcont ⟨hhi, hlow⟩
  exact ⟨Λ, hpos Λ hΛ.1, h⟩
```

## Self-consistency and the full statement

The step `key` is the averaged identity. Inserting the two normalisations and cancelling `b` leaves the relation for `Λ`. Positive weights are not needed here.

```lean
/-- For `b > 0` and weights summing to one, an Onsager correction equals the weighted average
of `S(k) α(k)`. -/
theorem onsager_eq_average [Fintype K] {w S : K → ℝ} {b Λ : ℝ}
    (hsum : ∑ k, w k = 1) (hb : 0 < b) (h : IsOnsager w b S Λ) :
    Λ = ∑ k, w k * (S k * sro b S Λ k) := by
  -- average the identity α(k) (1 - b (S(k) - Λ)) = 1
  have key : ∑ k, w k = ∑ k, w k * sro b S Λ k - b * ∑ k, w k * (S k * sro b S Λ k)
      + b * Λ * ∑ k, w k * sro b S Λ k := by
    rw [Finset.mul_sum, Finset.mul_sum, ← Finset.sum_sub_distrib, ← Finset.sum_add_distrib]
    refine Finset.sum_congr rfl fun k _ => ?_
    have e : sro b S Λ k * (1 - b * (S k - Λ)) = 1 := one_div_mul_cancel (h.1 k).ne'
    linear_combination (-(w k)) * e
  rw [hsum, h.2] at key
  exact mul_left_cancel₀ hb.ne' (by linarith)
```

The main theorem collects existence, uniqueness, self-consistency and the bound. It does not assume a nonempty mesh, since weights on an empty mesh could not sum to 1. Uniqueness is a case distinction on the order of `Λ'` and `Λ`: either strict inequality contradicts monotonicity. The bound compares one term of the sum rule with the whole sum.

```lean
/-- For positive `b` and positive weights summing to one there is exactly one Onsager correction
`Λ`. It is the average of `S(k) α(k)`, and each `α(k)` is positive and at most `1 / w(k)`. -/
theorem onsager_correction [Fintype K] {w : K → ℝ} (S : K → ℝ) {b : ℝ}
    (hw : ∀ k, 0 < w k) (hsum : ∑ k, w k = 1) (hb : 0 < b) :
    ∃ Λ, IsOnsager w b S Λ ∧ (∀ Λ', IsOnsager w b S Λ' → Λ' = Λ) ∧
      Λ = ∑ k, w k * (S k * sro b S Λ k) ∧
      ∀ k, 0 < sro b S Λ k ∧ sro b S Λ k ≤ 1 / w k := by
  have hne : Nonempty K := by
    by_contra h
    have := not_nonempty_iff.mp h
    simp at hsum
  obtain ⟨Λ, h⟩ := exists_onsager S hw hsum hb
  have hα : ∀ k, 0 < sro b S Λ k := fun k => one_div_pos.mpr (h.1 k)
  refine ⟨Λ, h, fun Λ' h' => ?_, onsager_eq_average hsum hb h, fun k => ⟨hα k, ?_⟩⟩
  · -- two different solutions would give two different averages
    rcases lt_trichotomy Λ' Λ with hlt | heq | hgt
    · have := average_strictly_decreases hw hb hlt h'.1
      linarith [h.2, h'.2]
    · exact heq
    · have := average_strictly_decreases hw hb hgt h.1
      linarith [h.2, h'.2]
  · -- one term of the sum rule cannot exceed the whole
    have h1 := Finset.single_le_sum (f := fun k => w k * sro b S Λ k)
      (fun k _ => (mul_pos (hw k) (hα k)).le) (Finset.mem_univ k)
    rw [le_div_iff₀ (hw k), mul_comm]
    exact h1.trans_eq h.2
```

## Equal weights and the mean interaction

For a uniform mesh every weight is one over the number of points, and the weighted sum becomes the plain average. The quantifier `∃!` states existence and uniqueness together.

```lean
/-- On a nonempty uniform mesh with `b > 0` there is a unique real `Λ` for which all denominators
are positive and the plain average of `α(k)` is one. -/
theorem uniform_mesh [Fintype K] [Nonempty K] (S : K → ℝ) {b : ℝ} (hb : 0 < b) :
    ∃! Λ : ℝ, (∀ k, 0 < denom b S Λ k) ∧ (∑ k, sro b S Λ k) / (Fintype.card K : ℝ) = 1 := by
  have hN : (0 : ℝ) < Fintype.card K := Nat.cast_pos.mpr Fintype.card_pos
  have hsum : ∑ _k : K, 1 / (Fintype.card K : ℝ) = 1 := by
    rw [Finset.sum_const, Finset.card_univ, nsmul_eq_mul]
    exact mul_one_div_cancel hN.ne'
  have e : ∀ Λ, ∑ k, 1 / (Fintype.card K : ℝ) * sro b S Λ k
      = (∑ k, sro b S Λ k) / (Fintype.card K : ℝ) := by
    intro Λ
    rw [← Finset.mul_sum]
    ring
  obtain ⟨Λ, h, huniq, -⟩ := onsager_correction S (fun _ => one_div_pos.mpr hN) hsum hb
  exact ⟨Λ, ⟨h.1, (e Λ).symm.trans h.2⟩, fun Λ' h' => huniq Λ' ⟨h'.1, (e Λ').trans h'.2⟩⟩
```

The inequality $\Lambda\ge\langle S\rangle$ rests on $d-2+1/d=(d-1)^2/d\ge0$, which appears as `h1`. The step `key` expands the weighted sum of these nonnegative terms.

```lean
/-- For `b > 0` and weights that are positive and sum to one, an Onsager correction is at least
the weighted mean of the interaction `S(k)`. -/
theorem mean_le_onsager [Fintype K] {w S : K → ℝ} {b Λ : ℝ} (hw : ∀ k, 0 < w k)
    (hsum : ∑ k, w k = 1) (hb : 0 < b) (h : IsOnsager w b S Λ) :
    ∑ k, w k * S k ≤ Λ := by
  -- d + 1/d ≥ 2 at every mesh point
  have hk : ∀ k, 0 ≤ w k * (denom b S Λ k - 2 + sro b S Λ k) := by
    intro k
    have e : sro b S Λ k * denom b S Λ k = 1 := one_div_mul_cancel (h.1 k).ne'
    have hα : 0 < sro b S Λ k := one_div_pos.mpr (h.1 k)
    have h1 : sro b S Λ k * (denom b S Λ k - 1) ^ 2
        = denom b S Λ k - 2 + sro b S Λ k := by
      linear_combination (denom b S Λ k - 2) * e
    rw [← h1]
    exact mul_nonneg (hw k).le (mul_nonneg hα.le (sq_nonneg _))
  have key : ∑ k, w k * (denom b S Λ k - 2 + sro b S Λ k)
      = (b * Λ - 1) * ∑ k, w k - b * ∑ k, w k * S k + ∑ k, w k * sro b S Λ k := by
    rw [Finset.mul_sum, Finset.mul_sum, ← Finset.sum_sub_distrib, ← Finset.sum_add_distrib]
    refine Finset.sum_congr rfl fun k _ => ?_
    unfold denom
    ring
  have h0 := Finset.sum_nonneg fun k (_ : k ∈ Finset.univ) => hk k
  rw [key, hsum, h.2] at h0
  exact le_of_mul_le_mul_left (by linarith) hb
```

## The closed form for two points

The mesh is `Fin 2`, and `![s, -s]` lists the two interactions; `s` may be any real number, including zero. The theorem states that the closed form is an Onsager correction, and `onsager_correction` then makes it the only one. The proof replaces the square root by a variable `x`, keeping only its square and the inequalities $x>\pm2bs$. The denominators become $(1+x)/2\mp bs$. The auxiliary step `aux` says that two positive denominators $p$ and $q$ satisfy the sum rule when $p+q=2pq$, which here is the quadratic equation for $u$.

```lean
/-- On a two-point mesh with equal weights, interactions `s` and `-s`, and `b > 0`, the value
`(√(1 + 4 b² s²) - 1) / (2 b)` is an Onsager correction. -/
theorem two_point_mesh {b : ℝ} (s : ℝ) (hb : 0 < b) :
    IsOnsager (fun _ : Fin 2 => 1 / 2) b ![s, -s]
      ((Real.sqrt (1 + 4 * b ^ 2 * s ^ 2) - 1) / (2 * b)) := by
  have hsq : Real.sqrt (1 + 4 * b ^ 2 * s ^ 2) ^ 2 = 1 + 4 * b ^ 2 * s ^ 2 :=
    Real.sq_sqrt (by positivity)
  have hp : 2 * b * s < Real.sqrt (1 + 4 * b ^ 2 * s ^ 2) :=
    Real.lt_sqrt_of_sq_lt (by nlinarith)
  have hm : -(2 * b * s) < Real.sqrt (1 + 4 * b ^ 2 * s ^ 2) :=
    Real.lt_sqrt_of_sq_lt (by nlinarith)
  generalize Real.sqrt (1 + 4 * b ^ 2 * s ^ 2) = x at hsq hp hm ⊢
  have hΛ : b * ((x - 1) / (2 * b)) = (x - 1) / 2 := by field_simp
  have h0 : denom b ![s, -s] ((x - 1) / (2 * b)) 0 = (1 + x) / 2 - b * s := by
    change 1 - b * (s - (x - 1) / (2 * b)) = _
    linear_combination hΛ
  have h1 : denom b ![s, -s] ((x - 1) / (2 * b)) 1 = (1 + x) / 2 + b * s := by
    change 1 - b * (-s - (x - 1) / (2 * b)) = _
    linear_combination hΛ
  have aux : ∀ p q : ℝ, 0 < p → 0 < q → p + q = 2 * (p * q) →
      1 / 2 * (1 / p) + 1 / 2 * (1 / q) = 1 := by
    intro p q hp hq h
    have e : 1 / 2 * (1 / p) + 1 / 2 * (1 / q) = (p + q) / (2 * (p * q)) := by
      field_simp
      ring
    rw [e, h]
    exact div_self (by positivity)
  refine ⟨Fin.forall_fin_two.mpr ⟨?_, ?_⟩, ?_⟩
  · rw [h0]
    linarith
  · rw [h1]
    linarith
  · rw [Fin.sum_univ_two]
    unfold sro
    rw [h0, h1]
    exact aux _ _ (by linarith) (by linarith) (by linear_combination (-1 / 2) * hsq)

end

end OnsagerCorrection
```

```lean
#print axioms OnsagerCorrection.onsager_correction
#print axioms OnsagerCorrection.uniform_mesh
#print axioms OnsagerCorrection.mean_le_onsager
#print axioms OnsagerCorrection.two_point_mesh
```

```
'OnsagerCorrection.onsager_correction' depends on axioms: [propext, Classical.choice, Quot.sound]
'OnsagerCorrection.uniform_mesh' depends on axioms: [propext, Classical.choice, Quot.sound]
'OnsagerCorrection.mean_le_onsager' depends on axioms: [propext, Classical.choice, Quot.sound]
'OnsagerCorrection.two_point_mesh' depends on axioms: [propext, Classical.choice, Quot.sound]
```
